# In a periodic cell of volume Ω, orthonormal orbitals built from N plane waves have summed density at most N/Ω at every point

Let $\psi_i$ be orthonormal orbitals in the span of $N$ plane waves that are mutually orthogonal over a cell of volume $\Omega$. Then

$$\sum_i|\psi_i(r)|^2\le \frac{N}{\Omega}\quad\text{at every } r,$$

and if $N\ge 1$, then for each point some normalized orbital reaches $N/\Omega$ there. In a Kohn–Sham or Hartree–Fock calculation with a finite plane-wave basis and orbitals orthonormal in the ordinary overlap, the cutoff therefore limits the density at a nucleus, whatever the potential.

## Plane waves and orbitals

Position space `E` is a real inner product space with a measure called `volume`; ordinary three-dimensional space is the intended case.

In Lean 4 with Mathlib:

```lean
import Mathlib

open MeasureTheory ComplexConjugate

namespace PlaneWaveDensityCap

noncomputable section

variable {E : Type*} [NormedAddCommGroup E] [InnerProductSpace ℝ E] [MeasureSpace E]
```

A wavevector $G$ gives the phase factor $e^{iG\cdot r}$.

```lean
/-- The phase factor `exp(i G·r)`. -/
def phase (G r : E) : ℂ := Complex.exp (((inner ℝ G r : ℝ) : ℂ) * Complex.I)
```

Dividing by $\sqrt\Omega$ gives the plane wave $\chi_G(r)=e^{iG\cdot r}/\sqrt\Omega$, where $\Omega$ is `volume.real C` for the cell `C`.

```lean
/-- The plane wave `exp(i G·r)/√Ω` in a cell `C` of finite positive volume `Ω`. -/
def planeWave (C : Set E) (G r : E) : ℂ :=
  phase G r / ((√(volume.real C) : ℝ) : ℂ)
```

An orbital is $\psi_c(r)=\sum_{G\in S}c_G\,\chi_G(r)$, with $S$ a finite set of $N$ wavevectors. Only the values of `c` on `S` matter.

```lean
/-- The orbital with coefficients `c` on the plane waves with wavevectors in `S`. -/
def orbital (C : Set E) (S : Finset E) (c : E → ℂ) (r : E) : ℂ :=
  ∑ G ∈ S, c G * planeWave C G r
```

The overlap $\langle f,g\rangle=\int_C f^*g\,dr$ is conjugate-linear in its first argument.

```lean
/-- The overlap integral of two functions over the cell. -/
def overlap (C : Set E) (f g : E → ℂ) : ℂ := ∫ r in C, conj (f r) * g r
```

Periodicity enters through one property: $\langle\chi_G,\chi_{G'}\rangle=0$ for distinct $G,G'\in S$. This is assumed. Using the results for a three-dimensional crystal requires checking it for the reciprocal-lattice vectors of that cell. The condition `volume_pos` also excludes infinite volume, for which `volume.real` is zero.

```lean
/-- The cell has finite positive volume, and plane waves with distinct wavevectors
in `S` are orthogonal over it. -/
structure IsPlaneWaveCell (C : Set E) (S : Finset E) : Prop where
  volume_pos : 0 < volume.real C
  orthogonal : ∀ G ∈ S, ∀ G' ∈ S, G ≠ G' →
    overlap C (planeWave C G) (planeWave C G') = 0
```

To concentrate density at a point $r_0$, choose $c_G=e^{-iG\cdot r_0}/\sqrt N$.

```lean
/-- The coefficients `exp(-i G·r₀)/√N` that align all `N` plane waves at `r₀`,
for a nonempty set `S` of wavevectors. -/
def peakCoeff (S : Finset E) (r₀ G : E) : ℂ :=
  conj (phase G r₀) / ((√(S.card : ℝ) : ℝ) : ℂ)
```

## Overlaps become coefficient products

Since $G\cdot r$ is real, $|e^{iG\cdot r}|=1$.

```lean
omit [MeasureSpace E] in
/-- A phase factor has modulus one. -/
theorem norm_phase (G r : E) : ‖phase G r‖ = 1 :=
  Complex.norm_exp_ofReal_mul_I _
```

Hence $\Omega\,|\chi_G(r)|^2=1$: a plane wave has the same density everywhere.

```lean
/-- In a cell of finite positive volume `Ω`, the density of a plane wave times `Ω`
is one at every point. -/
theorem planeWave_density {C : Set E} (hΩ : 0 < volume.real C) (G r : E) :
    volume.real C * ‖planeWave C G r‖ ^ 2 = 1 := by
  rw [planeWave, norm_div, norm_phase, Complex.norm_real,
    Real.norm_of_nonneg (Real.sqrt_nonneg _), div_pow, Real.sq_sqrt hΩ.le]
  field_simp
```

Integrating this constant gives $\langle\chi_G,\chi_G\rangle=\Omega\cdot(1/\Omega)=1$.

```lean
/-- A plane wave is normalized over a cell of finite positive volume. -/
theorem overlap_planeWave_self {C : Set E} (hΩ : 0 < volume.real C) (G : E) :
    overlap C (planeWave C G) (planeWave C G) = 1 := by
  have hd : ∀ r, conj (planeWave C G r) * planeWave C G r
      = ((1 / volume.real C : ℝ) : ℂ) := by
    intro r
    rw [Complex.conj_mul', ← Complex.ofReal_pow]
    congr 1
    rw [eq_div_iff hΩ.ne']
    linarith [planeWave_density hΩ G r]
  simp only [overlap, hd]
  rw [setIntegral_const, Complex.real_smul, ← Complex.ofReal_mul,
    mul_one_div_cancel hΩ.ne', Complex.ofReal_one]
```

For two orbitals, expand both sums:

$$\langle\psi_c,\psi_d\rangle=\sum_{G,G'\in S}c_G^*d_{G'}\langle\chi_G,\chi_{G'}\rangle=\sum_{G\in S}c_G^*d_G.$$

Exchanging sum and integral needs integrable products. In `hint` this follows from continuity and the bound $|\chi_G^*\chi_{G'}|\le 1/\Omega$ on a cell of finite volume. `Finset.sum_eq_single` then keeps the diagonal term.

```lean
variable [BorelSpace E] {C : Set E} {S : Finset E}

/-- When the plane waves are orthogonal over a cell of finite positive volume, the overlap of two
orbitals built from them is the inner product of their coefficients. -/
theorem overlap_orbital (h : IsPlaneWaveCell C S) (c d : E → ℂ) :
    overlap C (orbital C S c) (orbital C S d) = ∑ G ∈ S, conj (c G) * d G := by
  have hΩ := h.volume_pos
  have hfin : volume C ≠ ⊤ := by
    intro ht
    simp [Measure.real, ht] at hΩ
  have : IsFiniteMeasure (volume.restrict C) :=
    ⟨by rw [Measure.restrict_apply_univ]; exact hfin.lt_top⟩
  have hcont : ∀ G : E, Continuous fun r => planeWave C G r := by
    intro G
    unfold planeWave phase
    fun_prop
  -- products of plane waves are bounded and continuous, hence integrable
  have hint : ∀ G G' : E, Integrable
      (fun r => conj (planeWave C G r) * planeWave C G' r) (volume.restrict C) := by
    intro G G'
    refine Integrable.of_bound
      ((Complex.continuous_conj.comp (hcont G)).mul (hcont G')).aestronglyMeasurable
      (1 / volume.real C) (Filter.Eventually.of_forall fun r => ?_)
    rw [norm_mul, RCLike.norm_conj, le_div_iff₀ hΩ]
    nlinarith [planeWave_density hΩ G r, planeWave_density hΩ G' r,
      mul_nonneg hΩ.le (sq_nonneg (‖planeWave C G r‖ - ‖planeWave C G' r‖))]
  have hexp : ∀ r, conj (orbital C S c r) * orbital C S d r = ∑ G ∈ S, ∑ G' ∈ S,
      (conj (c G) * d G') * (conj (planeWave C G r) * planeWave C G' r) := by
    intro r
    simp only [orbital, map_sum, map_mul, Finset.sum_mul_sum]
    exact Finset.sum_congr rfl fun G _ => Finset.sum_congr rfl fun G' _ => by ring
  rw [overlap]
  simp only [hexp]
  rw [MeasureTheory.integral_finsetSum]
  swap
  · exact fun G _ => MeasureTheory.integrable_finsetSum _ fun G' _ => (hint G G').const_mul _
  refine Finset.sum_congr rfl fun G hG => ?_
  rw [MeasureTheory.integral_finsetSum]
  swap
  · exact fun G' _ => (hint G G').const_mul _
  simp only [integral_const_mul]
  -- only the diagonal term survives
  rw [Finset.sum_eq_single G]
  · change _ * overlap C (planeWave C G) (planeWave C G) = _
    rw [overlap_planeWave_self hΩ, mul_one]
  · intro G' hG' hne
    change _ * overlap C (planeWave C G) (planeWave C G') = 0
    rw [h.orthogonal G hG G' hG' hne.symm, mul_zero]
  · exact fun hn => absurd hG hn
```

## The cap from Bessel's inequality

Fix $r$. Let $v_i$ be the coefficient vector of $\psi_i$, and let $x_G=\chi_G(r)^*$. The previous step turns the orthonormality of the orbitals, `hc`, into that of the $v_i$. Moreover,

$$\langle v_i,x\rangle=\sum_{G\in S}c_{i,G}^*\chi_G(r)^*=\psi_i(r)^*,\qquad \|x\|^2=\sum_{G\in S}\frac1\Omega=\frac N\Omega.$$

Expanding a squared length gives

$$0\le\Big\|x-\sum_i\langle v_i,x\rangle v_i\Big\|^2=\|x\|^2-\sum_i|\langle v_i,x\rangle|^2,$$

which is the cap. The facts `hv`, `hin` and `hx` are these three ingredients, and `hb` is Bessel's inequality.

```lean
variable {ι : Type*} [Fintype ι] [DecidableEq ι]

/-- Orthonormal orbitals built from `N` plane waves orthogonal over a cell of volume `Ω`
have total density at most `N/Ω` at every point. -/
theorem density_le (h : IsPlaneWaveCell C S) (c : ι → E → ℂ)
    (hc : ∀ i j, overlap C (orbital C S (c i)) (orbital C S (c j)) = if i = j then 1 else 0)
    (r : E) : ∑ i, ‖orbital C S (c i) r‖ ^ 2 ≤ S.card / volume.real C := by
  let v : ι → EuclideanSpace ℂ S := fun i => WithLp.toLp 2 (fun G => c i G)
  let x : EuclideanSpace ℂ S := WithLp.toLp 2 (fun G => conj (planeWave C G r))
  have hv : Orthonormal ℂ v := by
    rw [orthonormal_iff_ite]
    intro i j
    refine Eq.trans ?_ (hc i j)
    rw [overlap_orbital h, ← Finset.sum_coe_sort S, PiLp.inner_apply]
    refine Finset.sum_congr rfl fun G _ => ?_
    rw [RCLike.inner_apply]
    exact mul_comm _ _
  have hx : ‖x‖ ^ 2 = S.card / volume.real C := by
    have hG : ∀ G : S, ‖x G‖ ^ 2 = 1 / volume.real C := by
      intro G
      change ‖conj (planeWave C (G : E) r)‖ ^ 2 = _
      rw [RCLike.norm_conj, eq_div_iff h.volume_pos.ne']
      linarith [planeWave_density h.volume_pos (G : E) r]
    rw [EuclideanSpace.norm_sq_eq, Finset.sum_congr rfl fun G _ => hG G]
    simp [div_eq_mul_inv]
  -- the orbital value at `r` is a coefficient of `x` along `v i`
  have hin : ∀ i, ‖inner ℂ (v i) x‖ = ‖orbital C S (c i) r‖ := by
    intro i
    have hi : inner ℂ (v i) x = conj (orbital C S (c i) r) := by
      rw [orbital, map_sum, ← Finset.sum_coe_sort S, PiLp.inner_apply]
      refine Finset.sum_congr rfl fun G _ => ?_
      rw [RCLike.inner_apply, map_mul]
      exact mul_comm _ _
    rw [hi, RCLike.norm_conj]
  -- Bessel's inequality
  have hb : ∑ i, ‖inner ℂ (v i) x‖ ^ 2 ≤ ‖x‖ ^ 2 := hv.sum_inner_products_le x
  simpa only [hin, hx] using hb
```

## An orbital that reaches the cap

With the aligned coefficients, $\sum_G|c_G|^2=N\cdot(1/N)=1$. At $r_0$ the phases cancel, so every term equals $1/\sqrt{N\Omega}$ and

$$|\psi(r_0)|^2=\left(\frac{N}{\sqrt{N\Omega}}\right)^2=\frac N\Omega.$$

For $N=1$ this is a single plane wave, with density $1/\Omega$ at every point.

```lean
/-- For a nonempty set of `N` plane waves orthogonal over a cell of finite positive volume `Ω`, the
orbital with all phases aligned at `r₀` is normalized and has density `N/Ω` at `r₀`. -/
theorem peak_attains (h : IsPlaneWaveCell C S) (hS : S.Nonempty) (r₀ : E) :
    overlap C (orbital C S (peakCoeff S r₀)) (orbital C S (peakCoeff S r₀)) = 1 ∧
      ‖orbital C S (peakCoeff S r₀) r₀‖ ^ 2 = S.card / volume.real C := by
  have hΩ := h.volume_pos
  have hn : (0 : ℝ) < S.card := by exact_mod_cast hS.card_pos
  constructor
  · have hp : ∀ G, conj (peakCoeff S r₀ G) * peakCoeff S r₀ G
        = ((1 / (S.card : ℝ) : ℝ) : ℂ) := by
      intro G
      rw [Complex.conj_mul', ← Complex.ofReal_pow]
      congr 1
      rw [peakCoeff, norm_div, RCLike.norm_conj, norm_phase, Complex.norm_real,
        Real.norm_of_nonneg (Real.sqrt_nonneg _), div_pow, one_pow, Real.sq_sqrt hn.le]
    rw [overlap_orbital h, Finset.sum_congr rfl fun G _ => hp G, Finset.sum_const,
      nsmul_eq_mul, ← Complex.ofReal_natCast, ← Complex.ofReal_mul,
      mul_one_div_cancel hn.ne', Complex.ofReal_one]
  · -- every plane wave contributes the same positive amount at `r₀`
    have ht : ∀ G, peakCoeff S r₀ G * planeWave C G r₀
        = ((1 / (√(S.card : ℝ) * √(volume.real C)) : ℝ) : ℂ) := by
      intro G
      rw [peakCoeff, planeWave, div_mul_div_comm, Complex.conj_mul', norm_phase]
      push_cast
      simp
    rw [orbital, Finset.sum_congr rfl fun G _ => ht G, Finset.sum_const, nsmul_eq_mul,
      norm_mul, Complex.norm_natCast, Complex.norm_real, mul_pow, Real.norm_eq_abs, sq_abs,
      div_pow, mul_pow, Real.sq_sqrt hn.le, Real.sq_sqrt hΩ.le]
    field_simp
```

The cap, applied to a family of one orbital, and this example together make $N/\Omega$ the greatest one-orbital density at any chosen point.

```lean
/-- For a nonempty set of `N` plane waves orthogonal over a cell of finite positive volume `Ω`,
`N/Ω` is the greatest density that a normalized orbital built from them can have at a given point.
-/
theorem isGreatest_density (h : IsPlaneWaveCell C S) (hS : S.Nonempty) (r : E) :
    IsGreatest {ρ : ℝ | ∃ c : E → ℂ, overlap C (orbital C S c) (orbital C S c) = 1 ∧
      ρ = ‖orbital C S c r‖ ^ 2} (S.card / volume.real C) := by
  constructor
  · exact ⟨peakCoeff S r, (peak_attains h hS r).1, (peak_attains h hS r).2.symm⟩
  · rintro ρ ⟨c, hc, rfl⟩
    simpa using density_le h (fun _ : Unit => c) (fun _ _ => by simpa using hc) r
```

If $|\psi_i(r)|^2=N/\Omega$ and $j\ne i$, then

$$\frac N\Omega+|\psi_j(r)|^2\le\sum_k|\psi_k(r)|^2\le\frac N\Omega,$$

so $\psi_j(r)=0$. One orbital can use up the whole allowance at a point.

```lean
/-- Take orthonormal orbitals built from `N` plane waves orthogonal over a cell of finite positive
volume `Ω`. If one of them reaches the density `N/Ω` at a point, every other one vanishes there. -/
theorem others_vanish (h : IsPlaneWaveCell C S) (c : ι → E → ℂ)
    (hc : ∀ i j, overlap C (orbital C S (c i)) (orbital C S (c j)) = if i = j then 1 else 0)
    (r : E) {i j : ι} (hij : i ≠ j)
    (hi : ‖orbital C S (c i) r‖ ^ 2 = S.card / volume.real C) :
    orbital C S (c j) r = 0 := by
  have hb := density_le h c hc r
  have hp : ∑ k ∈ {i, j}, ‖orbital C S (c k) r‖ ^ 2 ≤ ∑ k, ‖orbital C S (c k) r‖ ^ 2 :=
    Finset.sum_le_sum_of_subset_of_nonneg (Finset.subset_univ _) fun k _ _ => sq_nonneg _
  rw [Finset.sum_pair hij] at hp
  have hz : ‖orbital C S (c j) r‖ ^ 2 = 0 := le_antisymm (by linarith) (sq_nonneg _)
  exact norm_eq_zero.mp ((pow_eq_zero_iff two_ne_zero).mp hz)
```

## Occupied orbitals and the cutoff

For occupations $f_i\le2$, as in doubly filled spatial orbitals,

$$\sum_i f_i|\psi_i(r)|^2\le2\sum_i|\psi_i(r)|^2\le\frac{2N}{\Omega}.$$

```lean
/-- With occupations of at most two, the electron density of orthonormal orbitals built from `N`
plane waves orthogonal over a cell of finite positive volume `Ω` is at most `2N/Ω` at every point.
-/
theorem occupied_density_le (h : IsPlaneWaveCell C S) (c : ι → E → ℂ)
    (hc : ∀ i j, overlap C (orbital C S (c i)) (orbital C S (c j)) = if i = j then 1 else 0)
    (f : ι → ℝ) (hf : ∀ i, f i ≤ 2) (r : E) :
    ∑ i, f i * ‖orbital C S (c i) r‖ ^ 2 ≤ 2 * (S.card / volume.real C) := by
  calc ∑ i, f i * ‖orbital C S (c i) r‖ ^ 2
      ≤ ∑ i, 2 * ‖orbital C S (c i) r‖ ^ 2 :=
        Finset.sum_le_sum fun i _ => mul_le_mul_of_nonneg_right (hf i) (sq_nonneg _)
    _ = 2 * ∑ i, ‖orbital C S (c i) r‖ ^ 2 := by rw [Finset.mul_sum]
    _ ≤ 2 * (S.card / volume.real C) := by linarith [density_le h c hc r]
```

In a large three-dimensional cell, a cutoff $|G|\le k_c$ keeps about $N\approx\Omega k_c^3/(6\pi^2)$ plane waves, so the one-orbital cap is about $k_c^3/(6\pi^2)$, independent of cell size. A hydrogen-like 1s orbital of nuclear charge $Z$ has density $Z^3/\pi$ at the nucleus in atomic units. By this estimate, the basis can reach that value only if $k_c\gtrsim(6\pi)^{1/3}Z\approx2.66\,Z$, a cutoff energy $k_c^2/2$ of about $3.54\,Z^2$ hartree. For $Z=6$ that is about 127 hartree.

## Orthogonality on a ring

On $(0,2\pi]$ with distinct integer wavevectors $m,n$,

$$\langle\chi_m,\chi_n\rangle=\frac1{2\pi}\int_0^{2\pi}e^{i(n-m)r}\,dr=\frac{e^{2\pi i(n-m)}-1}{2\pi i(n-m)}=0.$$

The assumed orthogonality thus holds for every finite set of integers. In the code, `h1` says that the phase returns to one after a full turn.

```lean
/-- On the one-dimensional cell `(0, 2π]`, any finite set of integer wavevectors gives
mutually orthogonal plane waves. -/
theorem isPlaneWaveCell_witness (M : Finset ℤ) :
    IsPlaneWaveCell (Set.Ioc (0 : ℝ) (2 * Real.pi)) (M.image (Int.cast : ℤ → ℝ)) := by
  constructor
  · rw [Measure.real, Real.volume_Ioc, sub_zero, ENNReal.toReal_ofReal (by positivity)]
    positivity
  · intro G hG G' hG' hne
    obtain ⟨m, _, rfl⟩ := Finset.mem_image.mp hG
    obtain ⟨n, _, rfl⟩ := Finset.mem_image.mp hG'
    have hmn : n ≠ m := fun e => hne (by rw [e])
    have hk : ((n - m : ℤ) : ℂ) * Complex.I ≠ 0 :=
      mul_ne_zero (Int.cast_ne_zero.mpr (sub_ne_zero.mpr hmn)) Complex.I_ne_zero
    have hin : ∀ a b : ℝ, inner ℝ a b = b * a := fun a b => by
      simp [RCLike.inner_apply, mul_comm]
    set C := Set.Ioc (0 : ℝ) (2 * Real.pi) with hC
    have he : ∀ r : ℝ, conj (planeWave C (m : ℝ) r) * planeWave C (n : ℝ) r
        = (1 / ((√(volume.real C) : ℝ) : ℂ) ^ 2)
          * Complex.exp (((n - m : ℤ) : ℂ) * Complex.I * r) := by
      intro r
      rw [planeWave, planeWave, phase, phase, hin, hin, map_div₀, Complex.conj_ofReal,
        ← Complex.exp_conj, map_mul, Complex.conj_ofReal, Complex.conj_I,
        div_mul_div_comm, ← Complex.exp_add, one_div, inv_mul_eq_div, sq]
      congr 2
      push_cast
      ring
    -- the phase returns to itself after one turn
    have h1 : Complex.exp (((n - m : ℤ) : ℂ) * Complex.I * ((2 * Real.pi : ℝ) : ℂ)) = 1 := by
      refine Eq.trans (congrArg Complex.exp ?_) (Complex.exp_int_mul_two_pi_mul_I (n - m))
      push_cast
      ring
    rw [overlap]
    simp only [he]
    rw [integral_const_mul, hC, ← intervalIntegral.integral_of_le (by positivity),
      integral_exp_mul_complex hk, h1]
    simp

end

end PlaneWaveDensityCap
```

```lean
#print axioms PlaneWaveDensityCap.density_le
#print axioms PlaneWaveDensityCap.isGreatest_density
#print axioms PlaneWaveDensityCap.others_vanish
#print axioms PlaneWaveDensityCap.occupied_density_le
```

```
'PlaneWaveDensityCap.density_le' depends on axioms: [propext, Classical.choice, Quot.sound]
'PlaneWaveDensityCap.isGreatest_density' depends on axioms: [propext, Classical.choice, Quot.sound]
'PlaneWaveDensityCap.others_vanish' depends on axioms: [propext, Classical.choice, Quot.sound]
'PlaneWaveDensityCap.occupied_density_le' depends on axioms: [propext, Classical.choice, Quot.sound]
```
